# Between spin-zero states, the matrix element of a vector current is rotation-covariant

The theorem says that if rotations leave the states a and b unchanged, and the current J(k) transforms as a vector field, then F(k) = ⟨b|J(k)|a⟩ satisfies F(Rk) = R F(k) for every rotation R. The states lie in a complex inner product space, the components of J(k) are linear operators defined on all of it, and each rotation acts by a linear operator U(R) that preserves inner products. The states need not be normalised; for nonzero a and b, the value for normalised states is F(k)/(‖a‖‖b‖), which is covariant too. The proof applies U(R) to both sides of the inner product and carries it past the current, which should give F(k) = Rᵀ F(Rk), and then multiplies by R.

The failing Lean file:

```lean
import Mathlib

open Matrix

namespace MatrixElementCovariant

noncomputable section

/-- A rotation of space: a real orthogonal 3x3 matrix of determinant 1. -/
def IsRotation (R : Matrix (Fin 3) (Fin 3) ℝ) : Prop := Rᵀ * R = 1 ∧ R.det = 1

/-- A complex vector amplitude `F(k)` is covariant if `F(Rk) = R F(k)` for every rotation. -/
def IsCovariant (F : (Fin 3 → ℝ) → Fin 3 → ℂ) : Prop :=
  ∀ R, IsRotation R → ∀ k, F (R *ᵥ k) = R.map Complex.ofRealHom *ᵥ F k

variable {H : Type*} [NormedAddCommGroup H] [InnerProductSpace ℂ H]

/-- Rotations act by operators `U(R)` preserving inner products, and the current `J(k)`
transforms as a vector field: `U(R) J_i(k) = ∑ j, R_ji J_j(Rk) U(R)`. -/
structure IsVectorCurrent (U : Matrix (Fin 3) (Fin 3) ℝ → H →ₗ[ℂ] H)
    (J : (Fin 3 → ℝ) → Fin 3 → H →ₗ[ℂ] H) : Prop where
  isometry : ∀ R, IsRotation R → ∀ x y, inner ℂ (U R x) (U R y) = inner ℂ x y
  covariant : ∀ R, IsRotation R → ∀ k i x,
    U R (J k i x) = ∑ j, (R j i : ℂ) • J (R *ᵥ k) j (U R x)

/-- A state of angular momentum zero: every rotation leaves it unchanged. -/
def IsSpinZero (U : Matrix (Fin 3) (Fin 3) ℝ → H →ₗ[ℂ] H) (a : H) : Prop :=
  ∀ R, IsRotation R → U R a = a

/-- The matrix element `⟨b|J(k)|a⟩` of the current. -/
def matrixElement (J : (Fin 3 → ℝ) → Fin 3 → H →ₗ[ℂ] H) (b a : H) :
    (Fin 3 → ℝ) → Fin 3 → ℂ := fun k i => inner ℂ b (J k i a)

/-- Between two states of angular momentum zero, the matrix element of a vector current is
a covariant amplitude. -/
theorem matrixElement_covariant {U : Matrix (Fin 3) (Fin 3) ℝ → H →ₗ[ℂ] H}
    {J : (Fin 3 → ℝ) → Fin 3 → H →ₗ[ℂ] H} (hJ : IsVectorCurrent U J) {a b : H}
    (ha : IsSpinZero U a) (hb : IsSpinZero U b) : IsCovariant (matrixElement J b a) := by
  intro R hR k
  have h : matrixElement J b a k
      = Rᵀ.map Complex.ofRealHom *ᵥ matrixElement J b a (R *ᵥ k) := by
    ext i
    change inner ℂ b (J k i a) = _
    rw [← hJ.isometry R hR, hJ.covariant R hR, ha R hR, hb R hR, inner_sum]
    simp [inner_smul_right, mulVec, dotProduct, matrixElement]
  rw [h, mulVec_mulVec, ← Matrix.map_mul, mul_eq_one_comm.mp hR.1,
    Matrix.map_one _ (map_zero _) (map_one _), one_mulVec]

end

end MatrixElementCovariant
```

Messages:

```
Main.lean:41:68: error: unsolved goals
H : Type u_1
inst✝¹ : NormedAddCommGroup H
inst✝ : InnerProductSpace ℂ H
U : Matrix (Fin 3) (Fin 3) ℝ → H →ₗ[ℂ] H
J : (Fin 3 → ℝ) → Fin 3 → H →ₗ[ℂ] H
hJ : IsVectorCurrent U J
a b : H
ha : IsSpinZero U a
hb : IsSpinZero U b
R : Matrix (Fin 3) (Fin 3) ℝ
hR : IsRotation R
k : Fin 3 → ℝ
i : Fin 3
⊢ ∑ x, inner ℂ b (R x i • (J (R *ᵥ k) x) a) = ∑ i_1, ↑(R i_1 i) * inner ℂ b ((J (R *ᵥ k) i_1) a)
Main.lean:45:10: warning: This simp argument is unused:
  inner_smul_right

Hint: Omit it from the simp argument list.
  [apply] simp [mulVec, dotProduct, matrixElement]

Note: This linter can be disabled with `set_option linter.unusedSimpArgs false`
```

Cause. The error is in the proof of `h`, the step F(k) = Rᵀ F(Rk), where `simp` stops before the two sums agree. On the right the matrix entry multiplies the inner product, while on the left it is still inside, as `R x i • …`.

`inner_smul_right` should take it out, but the warning says that this lemma was never used. Here the inner product is complex, and the lemma expects a complex scalar. The entry was one at first, since `covariant` has `(R j i : ℂ) • …`, but in the goal that is left the coercion is gone and the scalar is real. `simp` works on inner terms first, and its default lemmas turned multiplication by a real number cast to `ℂ` into multiplication by the real number itself. After that `inner_smul_right` no longer matched.

The repair runs `simp only [inner_smul_right]` first. With no other lemma to change the scalar, the entry comes out as a complex factor. The second `simp` then unfolds the matrix product on the right, and the two sides agree.

Lean accepts the file once it reads:

```diff
@@ -43,5 +43,6 @@
     change inner ℂ b (J k i a) = _
     rw [← hJ.isometry R hR, hJ.covariant R hR, ha R hR, hb R hR, inner_sum]
-    simp [inner_smul_right, mulVec, dotProduct, matrixElement]
+    simp only [inner_smul_right]
+    simp [mulVec, dotProduct, matrixElement]
   rw [h, mulVec_mulVec, ← Matrix.map_mul, mul_eq_one_comm.mp hR.1,
     Matrix.map_one _ (map_zero _) (map_one _), one_mulVec]
```
